# Two Invariants Decide Whether a Traceless Symmetric Field Gradient Is Axial

## Axial symmetry as a property of the tensor

Axial symmetry can be defined through principal values, by asking that two of them coincide, or through the tensor itself. The main theorem uses the second definition: a real \(3\times3\) matrix \(V\) is axial if

\[
V=\alpha\,\mathbf 1+\beta\,n n^{T},\qquad n^{T}n=1,
\]

for some real numbers \(\alpha,\beta\) and a unit vector \(n\), the symmetry axis. This definition can be stated without diagonalising \(V\). It counts the zero tensor as axial, with \(\alpha=\beta=0\).

Here \(V\) is the electric field gradient at a nucleus, the matrix of second derivatives of the electrostatic potential. Two properties are assumed:

- \(V\) is symmetric, because the order of differentiation does not matter.
- \(V\) is traceless. This is Laplace's equation, valid when the charges that produce the gradient have no density at the nucleus; otherwise the isotropic part must be subtracted first.

## The inequality and its equality case

The theorem `axial_symmetry_test` says that every such \(V\) obeys

\[
54\,(\det V)^2\le\bigl(\operatorname{tr}V^2\bigr)^3,
\]

with equality if and only if \(V\) is axial. In Lean, \(V\) has type `Matrix (Fin 3) (Fin 3) ℝ`, the hypotheses are `V.IsSymm` and `V.trace = 0`, \(\operatorname{tr}V^2\) is `(V * V).trace`, and the definition above is `IsAxial`. Indices run over 0, 1, 2.

The theorem `principal_value_bound` is the version for principal values: if \(a+b+c=0\), then \(54(abc)^2\le(a^2+b^2+c^2)^3\), with equality exactly when two of the three coincide.

A third result uses the asymmetry parameter \(\eta=(a-b)/c\), written `asymmetry a b c`. For \(a+b+c=0\) and \(c\ne0\),

\[
\frac{54(abc)^2}{(a^2+b^2+c^2)^3}=\frac{27(1-\eta^2)^2}{(3+\eta^2)^3}.
\]

The file does not impose the usual ordering \(|c|\ge|b|\ge|a|\), so \(\eta\) need not lie between 0 and 1. Without the ordering, \(\eta=\pm3\) also describes an axial tensor, whose axis is then not the one labelled \(c\).

For a single static tensor with exactly known entries, such as an idealised output of an electronic structure calculation, the test decides axial symmetry without diagonalisation. It concerns the tensor alone: neither the quadrupole Hamiltonian nor the point symmetry of the site enters, and rounding errors are not treated.

## The gap is a perfect square, doubled

Let \(c=-a-b\), and abbreviate \(\sigma=(a+b)^2\) and \(q=ab\). Then

\[
a^2+b^2+c^2=2(\sigma-q),\qquad (abc)^2=q^2\sigma,
\]

so half the gap between the two sides of the bound is

\[
4(\sigma-q)^3-27q^2\sigma=4\sigma^3-12\sigma^2q-15\sigma q^2-4q^3 .
\]

The differences of the principal values are \(a-b\), \(b-c=a+2b\) and \(c-a=-(2a+b)\). Since \((a-b)^2=\sigma-4q\) and \((a+2b)(2a+b)=2\sigma+q\), their squared product is

\[
(\sigma-4q)(2\sigma+q)^2=4\sigma^3-12\sigma^2q-15\sigma q^2-4q^3 .
\]

The two expressions agree, hence

\[
(a^2+b^2+c^2)^3-54(abc)^2=2\bigl[(a-b)(b-c)(c-a)\bigr]^2 .
\]

The right side is never negative, and it vanishes exactly when two principal values coincide.

## From principal values to the tensor

A real symmetric \(V\) has orthonormal eigenvectors \(r_0,r_1,r_2\) with eigenvalues \(d_0,d_1,d_2\). Let \(R\) be the matrix with columns \(r_l\), and \(D\) the diagonal matrix of the \(d_l\). The eigenvalue equations read \(VR=RD\), and \(RR^T=\mathbf 1\) gives \(V=RDR^T\). Because \(R^TR=\mathbf 1\), we have \(V^2=RD^2R^T\). Cyclicity of the trace and \((\det R)^2=1\) then give

\[
\operatorname{tr}V=\sum_l d_l,\qquad \operatorname{tr}V^2=\sum_l d_l^2,\qquad \det V=d_0d_1d_2 .
\]

With \((a,b,c)=(d_0,d_1,d_2)\), the bound for \(V\) follows.

If equality holds, two principal values share a value \(\alpha\). Let \(k\) label the remaining axis. Completeness, \(\sum_l r_lr_l^T=\mathbf 1\), gives

\[
V=\sum_l d_l\,r_lr_l^T=\alpha\,\mathbf 1+(d_k-\alpha)\,r_kr_k^T,
\]

which is axial with \(n=r_k\).

Conversely, let \(V=\alpha\mathbf 1+\beta nn^T\) be traceless. Then \(3\alpha+\beta=0\), so \(\beta=-3\alpha\). The eigenvalue along \(n\) is \(\alpha+\beta\), and it is \(\alpha\) in the two perpendicular directions. Therefore

\[
\det V=\alpha^2(\alpha+\beta)=-2\alpha^3,\qquad
\operatorname{tr}V^2=3\alpha^2+2\alpha\beta+\beta^2=6\alpha^2,
\]

and both sides of the bound equal \(216\,\alpha^6\).

For the asymmetry parameter, \(a+b=-c\) and \(a-b=\eta c\) give \(a=c(\eta-1)/2\) and \(b=-c(\eta+1)/2\). Hence \(abc=c^3(1-\eta^2)/4\) and \(a^2+b^2+c^2=c^2(3+\eta^2)/2\). In the ratio \(c^6\) cancels, leaving the stated function of \(\eta\).

## Two tensors worked by hand

In arbitrary units, take

\[
V=\begin{pmatrix}0&1&1\\1&0&1\\1&1&0\end{pmatrix},\qquad
W=\begin{pmatrix}0&1&1\\1&0&0\\1&0&0\end{pmatrix}.
\]

For \(V\), \(\operatorname{tr}V^2=6\) and \(\det V=2\), so both sides are \(54\cdot4=216=6^3\). The tensor is axial, although its entries are not diagonal: \(V=-\mathbf 1+3nn^T\) with \(n=(1,1,1)^T/\sqrt3\).

For \(W\), \(\operatorname{tr}W^2=4\) and \(\det W=0\). Since \(0<64\), \(W\) is not axial. Its principal values are \(0,\sqrt2,-\sqrt2\); taken in this order as \(a,b,c\), they give \(\eta=1\).

## The Lean file

```lean
import Mathlib

open Matrix

namespace FieldGradientInvariants

/-- A tensor is axially symmetric if it is the sum of an isotropic part and a part
along a single unit vector `n`. -/
def IsAxial (V : Matrix (Fin 3) (Fin 3) ℝ) : Prop :=
  ∃ (n : Fin 3 → ℝ) (α β : ℝ), n ⬝ᵥ n = 1 ∧
    V = α • (1 : Matrix (Fin 3) (Fin 3) ℝ) + β • vecMulVec n n

/-- The asymmetry parameter `η = (a - b) / c` of principal values `a, b, c`, meaningful for `c ≠ 0`;
at `c = 0` Lean's division gives the value `0`. -/
noncomputable def asymmetry (a b c : ℝ) : ℝ := (a - b) / c

/-- For principal values of zero sum, `(a² + b² + c²)³ - 54 (abc)²` is twice the squared product of
the differences of the principal values. -/
theorem invariant_gap {a b c : ℝ} (h : a + b + c = 0) :
    (a ^ 2 + b ^ 2 + c ^ 2) ^ 3 - 54 * (a * b * c) ^ 2
      = 2 * ((a - b) * (b - c) * (c - a)) ^ 2 := by
  have hc : c = -a - b := by linarith
  subst hc
  ring

/-- Principal values of zero sum obey `54 (abc)² ≤ (a² + b² + c²)³`, with equality
exactly when two of them coincide. -/
theorem principal_value_bound {a b c : ℝ} (h : a + b + c = 0) :
    54 * (a * b * c) ^ 2 ≤ (a ^ 2 + b ^ 2 + c ^ 2) ^ 3 ∧
    (54 * (a * b * c) ^ 2 = (a ^ 2 + b ^ 2 + c ^ 2) ^ 3 ↔ a = b ∨ b = c ∨ c = a) := by
  have hg := invariant_gap h
  refine ⟨by linarith [sq_nonneg ((a - b) * (b - c) * (c - a))], ?_, ?_⟩
  · intro he
    have h2 : ((a - b) * (b - c) * (c - a)) ^ 2 = 0 := by linarith
    have h1 : (a - b) * (b - c) * (c - a) = 0 := pow_eq_zero_iff (two_ne_zero) |>.mp h2
    rcases mul_eq_zero.mp h1 with h3 | h3
    · rcases mul_eq_zero.mp h3 with h4 | h4
      · exact Or.inl (sub_eq_zero.mp h4)
      · exact Or.inr (Or.inl (sub_eq_zero.mp h4))
    · exact Or.inr (Or.inr (sub_eq_zero.mp h3))
  · intro he
    have h1 : (a - b) * (b - c) * (c - a) = 0 := by
      rcases he with h3 | h3 | h3 <;> rw [h3] <;> ring
    rw [h1] at hg
    linarith

/-- Every real symmetric tensor has orthonormal principal axes, the columns of `R`,
in which it is diagonal. -/
theorem exists_principal_axes {V : Matrix (Fin 3) (Fin 3) ℝ} (hV : V.IsSymm) :
    ∃ (R : Matrix (Fin 3) (Fin 3) ℝ) (d : Fin 3 → ℝ),
      Rᵀ * R = 1 ∧ V = R * diagonal d * Rᵀ := by
  have hH : V.IsHermitian := by
    rw [Matrix.IsHermitian, Matrix.conjTranspose_eq_transpose_of_trivial]
    exact hV
  let R : Matrix (Fin 3) (Fin 3) ℝ := Matrix.of fun i j => (hH.eigenvectorBasis j).ofLp i
  -- the eigenvectors are orthonormal
  have hR : Rᵀ * R = 1 := by
    ext i j
    have h := orthonormal_iff_ite.mp hH.eigenvectorBasis.orthonormal i j
    rw [Matrix.mul_apply, Matrix.one_apply, ← h, PiLp.inner_apply]
    refine Finset.sum_congr rfl fun l _ => ?_
    simp [R, mul_comm]
  -- the eigenvalue equations, column by column
  have hVR : V * R = R * diagonal hH.eigenvalues := by
    ext i j
    rw [Matrix.mul_diagonal]
    have h := congrFun (hH.mulVec_eigenvectorBasis j) i
    exact Eq.trans h (mul_comm _ _)
  have hR' : R * Rᵀ = 1 := mul_eq_one_comm.mp hR
  refine ⟨R, hH.eigenvalues, hR, ?_⟩
  calc V = V * (R * Rᵀ) := by rw [hR', mul_one]
    _ = R * diagonal hH.eigenvalues * Rᵀ := by rw [← mul_assoc, hVR]

/-- The trace, the trace of the square and the determinant of a tensor with orthonormal
principal axes are the sum, the sum of squares and the product of its principal values. -/
theorem invariants_of_principal_axes {R : Matrix (Fin 3) (Fin 3) ℝ} (d : Fin 3 → ℝ)
    (hR : Rᵀ * R = 1) :
    (R * diagonal d * Rᵀ).trace = d 0 + d 1 + d 2 ∧
    ((R * diagonal d * Rᵀ) * (R * diagonal d * Rᵀ)).trace = d 0 ^ 2 + d 1 ^ 2 + d 2 ^ 2 ∧
    (R * diagonal d * Rᵀ).det = d 0 * d 1 * d 2 := by
  have ht : ∀ M : Matrix (Fin 3) (Fin 3) ℝ, (R * M * Rᵀ).trace = M.trace := by
    intro M
    rw [Matrix.trace_mul_comm, ← mul_assoc, hR, one_mul]
  refine ⟨?_, ?_, ?_⟩
  · rw [ht, Matrix.trace_diagonal, Fin.sum_univ_three]
  · have hs : (R * diagonal d * Rᵀ) * (R * diagonal d * Rᵀ)
        = R * (diagonal d * diagonal d) * Rᵀ := by
      calc (R * diagonal d * Rᵀ) * (R * diagonal d * Rᵀ)
          = R * diagonal d * (Rᵀ * R) * diagonal d * Rᵀ := by simp only [mul_assoc]
        _ = R * (diagonal d * diagonal d) * Rᵀ := by rw [hR, mul_one, mul_assoc R]
    rw [hs, ht, Matrix.diagonal_mul_diagonal, Matrix.trace_diagonal, Fin.sum_univ_three]
    ring
  · have hdet : R.det * R.det = 1 := by
      have h := congrArg Matrix.det hR
      rwa [Matrix.det_mul, Matrix.det_transpose, Matrix.det_one] at h
    rw [Matrix.det_mul, Matrix.det_mul, Matrix.det_transpose, Matrix.det_diagonal,
      Fin.prod_univ_three]
    linear_combination (d 0 * d 1 * d 2) * hdet

/-- If the principal values along all orthonormal principal axes other than the `k`-th
are equal, the tensor is axially symmetric. -/
theorem isAxial_of_coincide {R : Matrix (Fin 3) (Fin 3) ℝ} {d : Fin 3 → ℝ}
    (hR : Rᵀ * R = 1) (k : Fin 3) (α : ℝ) (hd : ∀ l, l ≠ k → d l = α) :
    IsAxial (R * diagonal d * Rᵀ) := by
  have hR' : R * Rᵀ = 1 := mul_eq_one_comm.mp hR
  refine ⟨fun i => R i k, α, d k - α, ?_, ?_⟩
  · have h := congrFun (congrFun hR k) k
    rw [Matrix.one_apply_eq] at h
    exact h
  · ext i j
    -- completeness of the principal axes
    have h := congrFun (congrFun hR' i) j
    simp only [Matrix.mul_apply, Matrix.transpose_apply] at h
    calc (R * diagonal d * Rᵀ) i j = ∑ l, R i l * d l * R j l := by
          rw [Matrix.mul_apply]
          simp only [Matrix.mul_diagonal, Matrix.transpose_apply]
      _ = ∑ l, (α * (R i l * R j l)
            + if l = k then (d k - α) * (R i k * R j k) else 0) := by
          refine Finset.sum_congr rfl fun l _ => ?_
          by_cases hl : l = k
          · rw [if_pos hl, hl]
            ring
          · rw [if_neg hl, hd l hl]
            ring
      _ = _ := by
          rw [Finset.sum_add_distrib, ← Finset.mul_sum, h]
          simp [Matrix.vecMulVec_apply]

/-- A traceless axially symmetric tensor saturates the bound between the invariants. -/
theorem IsAxial.saturates {V : Matrix (Fin 3) (Fin 3) ℝ} (hA : IsAxial V)
    (h0 : V.trace = 0) : 54 * V.det ^ 2 = (V * V).trace ^ 3 := by
  obtain ⟨n, α, β, hn, rfl⟩ := hA
  have hn' : n ⬝ᵥ n = 1 := hn
  simp only [dotProduct, Fin.sum_univ_three] at hn
  have h1 : 3 * α + β = 0 := by
    simp at h0
    linear_combination h0 - β * hn'
  have h2 : (α • (1 : Matrix (Fin 3) (Fin 3) ℝ) + β • vecMulVec n n).det
      = α ^ 3 + α ^ 2 * β := by
    simp [Matrix.det_fin_three, Matrix.vecMulVec_apply]
    linear_combination α ^ 2 * β * hn
  have h3 : ((α • (1 : Matrix (Fin 3) (Fin 3) ℝ) + β • vecMulVec n n)
      * (α • (1 : Matrix (Fin 3) (Fin 3) ℝ) + β • vecMulVec n n)).trace
      = 3 * α ^ 2 + 2 * α * β + β ^ 2 := by
    simp [Matrix.trace_fin_three, Matrix.mul_apply, Fin.sum_univ_three,
      Matrix.vecMulVec_apply]
    linear_combination
      (2 * α * β + β ^ 2 * (n 0 * n 0 + n 1 * n 1 + n 2 * n 2 + 1)) * hn
  have hβ : β = -3 * α := by linarith
  rw [h2, h3, hβ]
  ring

/-- A symmetric traceless field gradient tensor obeys `54 (det V)² ≤ (tr V²)³`, with
equality exactly when it is axially symmetric. -/
theorem axial_symmetry_test {V : Matrix (Fin 3) (Fin 3) ℝ} (hV : V.IsSymm)
    (h0 : V.trace = 0) :
    54 * V.det ^ 2 ≤ (V * V).trace ^ 3 ∧
    (54 * V.det ^ 2 = (V * V).trace ^ 3 ↔ IsAxial V) := by
  obtain ⟨R, d, hR, hVd⟩ := exists_principal_axes hV
  obtain ⟨ht, hs, hdet⟩ := invariants_of_principal_axes d hR
  rw [← hVd] at ht hs hdet
  have hb := principal_value_bound (ht.symm.trans h0)
  rw [← hs, ← hdet] at hb
  refine ⟨hb.1, fun he => ?_, fun hA => hA.saturates h0⟩
  rw [hVd]
  -- the symmetry axis belongs to the remaining principal value
  rcases hb.2.mp he with h | h | h
  · refine isAxial_of_coincide hR 2 (d 0) fun l hl => ?_
    fin_cases l <;> simp_all
  · refine isAxial_of_coincide hR 0 (d 1) fun l hl => ?_
    fin_cases l <;> simp_all
  · refine isAxial_of_coincide hR 1 (d 0) fun l hl => ?_
    fin_cases l <;> simp_all

/-- For principal values of zero sum with `c ≠ 0`, the ratio `54 (abc)² / (a² + b² + c²)³` is a
function of the asymmetry parameter alone. -/
theorem invariant_ratio_eq_asymmetry {a b c : ℝ} (h : a + b + c = 0) (hc : c ≠ 0) :
    54 * (a * b * c) ^ 2 / (a ^ 2 + b ^ 2 + c ^ 2) ^ 3
      = 27 * (1 - asymmetry a b c ^ 2) ^ 2 / (3 + asymmetry a b c ^ 2) ^ 3 := by
  have hη : asymmetry a b c * c = a - b := div_mul_cancel₀ _ hc
  generalize asymmetry a b c = η at hη ⊢
  -- the principal values in terms of `c` and `η`
  have ha : a = c * (η - 1) / 2 := by linarith
  have hb : b = -(c * (η + 1)) / 2 := by linarith
  have hS : (a ^ 2 + b ^ 2 + c ^ 2) ^ 3 ≠ 0 := by positivity
  have hD : (3 + η ^ 2) ^ 3 ≠ 0 := by positivity
  rw [div_eq_div_iff hS hD, ha, hb]
  ring

end FieldGradientInvariants
```

```lean
#print axioms FieldGradientInvariants.axial_symmetry_test
#print axioms FieldGradientInvariants.invariant_ratio_eq_asymmetry
```

```
'FieldGradientInvariants.axial_symmetry_test' depends on axioms: [propext, Classical.choice, Quot.sound]
'FieldGradientInvariants.invariant_ratio_eq_asymmetry' depends on axioms: [propext, Classical.choice, Quot.sound]
```

## The algebra of the principal values in Lean

`invariant_gap` substitutes \(c=-a-b\) and leaves the polynomial identity to `ring`, which does the expansion in \(\sigma\) and \(q\) in terms of \(a\) and \(b\). In `principal_value_bound`, `sq_nonneg` supplies the sign of the squared product. For the equality case, a vanishing square forces a vanishing product, and `mul_eq_zero` splits it into the three possible coincidences.

`invariant_ratio_eq_asymmetry` replaces the quotient by a variable \(\eta\) with \(\eta c=a-b\), and solves for \(a\) and \(b\) as above. Both denominators are shown to be nonzero, so `div_eq_div_iff` can cross-multiply, and `ring` finishes.

## Axes, completeness and the converse in Lean

`exists_principal_axes` rests on Mathlib's eigenvector basis for Hermitian matrices; over the reals, Hermitian means symmetric. The step `hR` is orthonormality, and `hVR` collects the eigenvalue equations column by column. For square matrices `mul_eq_one_comm` turns \(R^TR=\mathbf 1\) into \(RR^T=\mathbf 1\), the completeness relation.

`invariants_of_principal_axes` first proves, as `ht`, that the trace is unchanged by \(M\mapsto RMR^T\), and applies this to \(D\) and \(D^2\). The determinant uses \((\det R)^2=1\), named `hdet`.

`isAxial_of_coincide` works entry by entry. It writes each term of \(\sum_l R_{il}d_lR_{jl}\) as an isotropic part plus a correction present only at \(l=k\), then sums the isotropic parts by completeness.

`IsAxial.saturates` is the converse. Where the derivation by hand read off eigenvalues, Lean expands the determinant and the trace in the components of \(n\); `linear_combination` then reduces them with multiples of the normalisation \(n^Tn=1\).

`axial_symmetry_test` joins these results. It transfers the bound from \(d_0,d_1,d_2\) to the invariants of \(V\). In the equality case it treats the three coincidences in turn: \(d_0=d_1\) puts the symmetry axis along column 2 of \(R\), \(d_1=d_2\) along column 0, and \(d_2=d_0\) along column 1.
